# Half Occupation and Vanishing Same-Sublattice Bond Orders in Bipartite Tight-Binding Models at Zero Chemical Potential

A finite-temperature tight-binding calculation usually adjusts the chemical potential until the electron number is right. For a half-filled, non-interacting model in an orthonormal basis, with hopping only between two sublattices and equal on-site energies, that search can be skipped: the chemical potential is set to the common on-site energy. Every site is then half occupied per spin component, and the bond order between distinct sites of one sublattice vanishes. Both facts can be used to check a computed density matrix.

## Sites, colours and the Fermi matrix

Let $n$ be a finite set of sites with one orbital each, for a single spin component. The orbitals are taken to be orthonormal, so there is no overlap matrix. The Hamiltonian $H$ is a complex matrix indexed by these sites, so complex hopping amplitudes are allowed. Energies are measured from the common on-site energy.

```lean
import Mathlib

open scoped Matrix ComplexOrder

namespace ChiralFermiMatrix

noncomputable section

variable {n : Type*} [Fintype n] [DecidableEq n]
```

A colouring $c$ assigns one of two colours to each site. Put $s_i=+1$ if $c(i)$ is `true` and $s_i=-1$ if it is `false`. The sublattice sign matrix is
$$G_{ij}=s_i\,\delta_{ij}.$$
In Lean the colouring is a function `c : n → Bool`, and $G$ is `signMatrix c`.

```lean
/-- The sublattice sign matrix: `+1` on sites of one colour, `-1` on sites of the other. -/
def signMatrix (c : n → Bool) : Matrix n n ℂ :=
  Matrix.diagonal fun i => if c i then 1 else -1
```

For inverse temperature $\beta$ and chemical potential $\mu$, the one-body density matrix of non-interacting fermions in the grand canonical ensemble is
$$F(\mu)=\bigl(1+e^{\beta(H-\mu)}\bigr)^{-1}.$$
Its diagonal element $F_{ii}$ is the occupation of site $i$, and $F_{ij}$ with $i\neq j$ is the bond order per spin component. The definition `fermi β μ H` uses the matrix exponential and the matrix inverse, not a function applied entry by entry. Both $\beta$ and $\mu$ are real; the physical case is $\beta>0$, but the theorems need no sign condition.

```lean
/-- The Fermi matrix `(1 + exp (β (H - μ)))⁻¹` at inverse temperature `β` and chemical
potential `μ`. -/
def fermi (β μ : ℝ) (H : Matrix n n ℂ) : Matrix n n ℂ :=
  (1 + NormedSpace.exp ((β : ℂ) • (H - (μ : ℂ) • (1 : Matrix n n ℂ))))⁻¹
```

## Anticommutation means hopping between sublattices only

Since $s_i^2=1$ for every site, $G^2=1$. The proof multiplies the two diagonal matrices and checks both colours.

```lean
/-- The sublattice sign matrix squares to the identity. -/
theorem signMatrix_sq (c : n → Bool) : signMatrix c * signMatrix c = 1 := by
  simp only [signMatrix, Matrix.diagonal_mul_diagonal]
  rw [← Matrix.diagonal_one]
  congr 1
  funext i
  cases c i <;> simp
```

The chiral condition is $GH=-HG$. Its $(i,j)$ entry reads
$$s_iH_{ij}=-H_{ij}s_j,\qquad\text{that is}\qquad (s_i+s_j)H_{ij}=0.$$
If $i$ and $j$ have the same colour, the bracket is $\pm2$ and $H_{ij}=0$. If the colours differ, the bracket is zero and $H_{ij}$ is unrestricted. The condition therefore says exactly that $H$ has no matrix elements within a sublattice. The case $i=j$ is included, so the on-site energies vanish on the chosen energy scale.

The Lean proof follows this entry by entry. In the forward direction, `linear_combination` divides the equation $\pm2H_{ij}=0$ by two; in the reverse direction, the cases are equal and different colours.

```lean
/-- A Hamiltonian anticommutes with the sublattice sign exactly when it has no matrix
elements within a sublattice. -/
theorem chiral_iff_bipartite (c : n → Bool) (H : Matrix n n ℂ) :
    signMatrix c * H = -(H * signMatrix c) ↔ ∀ i j, c i = c j → H i j = 0 := by
  constructor
  · intro h i j hij
    have e := congrFun (congrFun h i) j
    simp only [signMatrix, Matrix.neg_apply, Matrix.diagonal_mul, Matrix.mul_diagonal,
      hij] at e
    cases hc : c j <;> simp only [hc, Bool.false_eq_true, ↓reduceIte] at e <;>
      first
        | linear_combination e / 2
        | linear_combination -e / 2
  · intro h
    ext i j
    simp only [signMatrix, Matrix.neg_apply, Matrix.diagonal_mul, Matrix.mul_diagonal]
    by_cases hij : c i = c j
    · rw [h i j hij]
      simp
    · cases hi : c i <;> cases hj : c j <;> simp [hi, hj] at hij ⊢
```

## The inverse exists and particle-hole complements add to one

Let $A$ be Hermitian and set $K=e^{A/2}$. Then $K^\dagger=K$ and $e^A=K^\dagger K$, so for every nonzero vector $v$
$$v^\dagger(1+e^A)v=\lVert v\rVert^2+\lVert Kv\rVert^2>0.$$
Hence $1+e^A$ is positive definite and invertible. This matters because Lean's matrix inverse is also defined, as zero, for singular matrices.

In the proof, `hK` is the Hermiticity of $K$ and `hE` is the factorisation of $e^A$. The last step adds a positive semidefinite matrix to the positive definite identity.

```lean
/-- For Hermitian `A` the matrix `1 + exp A` is invertible. -/
theorem isUnit_one_add_exp {A : Matrix n n ℂ} (hA : A.IsHermitian) :
    IsUnit (1 + NormedSpace.exp A) := by
  have hs : star (((1 / 2 : ℝ)) : ℂ) = ((1 / 2 : ℝ) : ℂ) := Complex.conj_ofReal _
  have h1 : ((1 / 2 : ℝ) : ℂ) + ((1 / 2 : ℝ) : ℂ) = 1 := by
    push_cast
    norm_num
  -- exp A is the square of the Hermitian matrix exp (A / 2)
  have hK : (NormedSpace.exp (((1 / 2 : ℝ) : ℂ) • A))ᴴ
      = NormedSpace.exp (((1 / 2 : ℝ) : ℂ) • A) := by
    rw [← Matrix.exp_conjTranspose, Matrix.conjTranspose_smul, hA.eq, hs]
  have hE : NormedSpace.exp A = (NormedSpace.exp (((1 / 2 : ℝ) : ℂ) • A))ᴴ
      * NormedSpace.exp (((1 / 2 : ℝ) : ℂ) • A) := by
    rw [hK, ← Matrix.exp_add_of_commute _ _ (Commute.refl _), ← add_smul, h1, one_smul]
  rw [hE]
  exact (Matrix.PosDef.one.add_posSemidef
    (Matrix.posSemidef_conjTranspose_mul_self _)).isUnit
```

For a single level of energy $\varepsilon$, put $x=\beta(\varepsilon-\mu)$. The Fermi function $f(x)=1/(1+e^x)$ obeys $f(-x)=1-f(x)$. The matrix version is
$$(1+e^{-A})^{-1}=1-(1+e^A)^{-1}.$$
To derive it, write $E=e^A$, $E'=e^{-A}$ and $X=(1+E)^{-1}$. Because $E'E=1$, we have $1+E'=E'(1+E)$, and therefore
$$(1+E')X=E'(1+E)X=E'.$$
It follows that
$$(1+E')(1-X)=1+E'-E'=1.$$
For square matrices a right inverse is the inverse, which proves the identity.

The Lean proof uses the same three letters. Its `generalize` steps replace the exponentials and the inverse by $E'$, $E$ and $X$, keeping only the relations $E'E=1$ and $(1+E)X=1$. The `calc` block is the computation of $(1+E')X$.

```lean
/-- Reversing the sign of a Hermitian `A` turns the occupation matrix `(1 + exp A)⁻¹`
into its complement. -/
theorem occupation_neg {A : Matrix n n ℂ} (hA : A.IsHermitian) :
    (1 + NormedSpace.exp (-A))⁻¹ = 1 - (1 + NormedSpace.exp A)⁻¹ := by
  have hX := Matrix.mul_nonsing_inv _
    ((Matrix.isUnit_iff_isUnit_det _).1 (isUnit_one_add_exp hA))
  have hEE : NormedSpace.exp (-A) * NormedSpace.exp A = 1 := by
    rw [← Matrix.exp_add_of_commute _ _ (Commute.refl A).neg_left, neg_add_cancel,
      NormedSpace.exp_zero]
  apply Matrix.inv_eq_right_inv
  generalize (1 + NormedSpace.exp A)⁻¹ = X at hX ⊢
  generalize NormedSpace.exp (-A) = E' at hEE ⊢
  generalize NormedSpace.exp A = E at hX hEE
  have h3 : (1 + E') * X = E' := by
    calc (1 + E') * X = E' * ((1 + E) * X) + (1 - E' * E) * X := by noncomm_ring
      _ = E' := by rw [hX, hEE]; simp
  rw [mul_sub, h3, mul_one, add_sub_cancel_right]
```

## Chiral symmetry exchanges $\mu$ and $-\mu$

From $GH=-HG$ and $G^2=1$ we get $GHG=-H$. The term proportional to the identity does not change sign, so
$$G\,\beta(H-\mu)\,G=-\beta(H+\mu).$$
Since $G^{-1}=G$, conjugation by $G$ passes through the power series of the exponential and through the inverse:
$$GF(\mu)G=\bigl(1+e^{-\beta(H+\mu)}\bigr)^{-1}.$$
The complement identity with $A=\beta(H+\mu)$ then gives
$$GF(\mu)G=1-F(-\mu).$$

The theorem `chiral_fermi` states this for every Hermitian $H$ satisfying the chiral condition and all real $\beta$ and $\mu$. In its proof, `hA` shows that $\beta(H+\mu)$ is Hermitian, `hflip` is the sign reversal, and `hexp` carries the conjugation through the exponential. The closing lines move it through the inverse using $1+GEG=G(1+E)G$, where $E$ now stands for $e^{\beta(H-\mu)}$.

```lean
/-- Chiral symmetry maps the Fermi matrix at chemical potential `μ` to the complement of
the Fermi matrix at `-μ`. -/
theorem chiral_fermi (c : n → Bool) {H : Matrix n n ℂ} (hH : H.IsHermitian)
    (hc : signMatrix c * H = -(H * signMatrix c)) (β μ : ℝ) :
    signMatrix c * fermi β μ H * signMatrix c = 1 - fermi β (-μ) H := by
  have hGG := signMatrix_sq c
  have hinv : (signMatrix c)⁻¹ = signMatrix c := Matrix.inv_eq_right_inv hGG
  have hGHG : signMatrix c * H * signMatrix c = -H := by
    rw [hc, neg_mul, mul_assoc, hGG, mul_one]
  have hs : ∀ r : ℝ, star (r : ℂ) = (r : ℂ) := fun r => Complex.conj_ofReal r
  have hA : ((β : ℂ) • (H - ((-μ : ℝ) : ℂ) • (1 : Matrix n n ℂ))).IsHermitian := by
    show _ᴴ = _
    rw [Matrix.conjTranspose_smul, Matrix.conjTranspose_sub, Matrix.conjTranspose_smul,
      Matrix.conjTranspose_one, hH.eq, hs, hs]
  -- the sign matrix reverses the energy and the chemical potential changes sign
  have hflip : signMatrix c * ((β : ℂ) • (H - (μ : ℂ) • (1 : Matrix n n ℂ))) * signMatrix c
      = -((β : ℂ) • (H - ((-μ : ℝ) : ℂ) • (1 : Matrix n n ℂ))) := by
    simp only [Matrix.mul_smul, Matrix.smul_mul, mul_sub, sub_mul, mul_one, hGG, hGHG,
      Complex.ofReal_neg]
    module
  have hexp := Matrix.exp_conj (signMatrix c)
    ((β : ℂ) • (H - (μ : ℂ) • (1 : Matrix n n ℂ))) ⟨⟨_, _, hGG, hGG⟩, rfl⟩
  rw [hinv, hflip] at hexp
  unfold fermi
  rw [← occupation_neg hA, hexp]
  -- conjugation passes through the inverse
  generalize NormedSpace.exp ((β : ℂ) • (H - (μ : ℂ) • (1 : Matrix n n ℂ))) = E
  have hsum : 1 + signMatrix c * E * signMatrix c
      = signMatrix c * (1 + E) * signMatrix c := by
    rw [mul_add, add_mul, mul_one, hGG]
  rw [hsum, Matrix.mul_inv_rev, Matrix.mul_inv_rev, hinv, mul_assoc]
```

## Occupations and bond orders

The $(i,j)$ entry of the matrix identity is
$$s_is_jF_{ij}(\mu)=\delta_{ij}-F_{ij}(-\mu).$$
For two sites of the same colour, $s_is_j=1$, and hence
$$F_{ij}(\mu)+F_{ij}(-\mu)=\delta_{ij}.$$
On the diagonal, the occupations of a site at $\mu$ and $-\mu$ add to one. Between distinct sites of one sublattice, the two bond orders are opposite. Lean writes $\delta_{ij}$ as the $(i,j)$ entry of the identity matrix; `hl` is the evaluation of the left side for equal colours.

```lean
/-- For a Hermitian `H` that anticommutes with the sign matrix, the Fermi matrix elements between
two sites of one sublattice at `μ` and `-μ` add up to the corresponding element of the identity. -/
theorem same_sublattice_sum (c : n → Bool) {H : Matrix n n ℂ} (hH : H.IsHermitian)
    (hc : signMatrix c * H = -(H * signMatrix c)) (β μ : ℝ) {i j : n} (hij : c i = c j) :
    fermi β μ H i j + fermi β (-μ) H i j = (1 : Matrix n n ℂ) i j := by
  have e := congrFun (congrFun (chiral_fermi c hH hc β μ) i) j
  have hl : (signMatrix c * fermi β μ H * signMatrix c) i j = fermi β μ H i j := by
    unfold signMatrix
    rw [Matrix.mul_diagonal, Matrix.diagonal_mul, hij]
    cases c j <;> simp
  rw [hl, Matrix.sub_apply] at e
  linear_combination e
```

At $\mu=0$ the two Fermi matrices coincide. Writing $F=F(0)$, we obtain
$$GFG=1-F,\qquad 2F_{ii}=1,\qquad 2F_{ij}=0\quad(i\neq j,\ c(i)=c(j)).$$
The theorem `coulson_rushbrooke` joins these results in one statement: the matrix identity, occupation $1/2$ on every site, and zero bond order between distinct sites of the same colour. When both spin components have the same $H$, the total occupation of each site is one.

The Coulson-Rushbrooke theorem is best known for the ground state of alternant hydrocarbons in Hückel theory, together with the pairing of orbital energies. The statement below concerns thermal occupations at finite $\beta$; it takes no zero-temperature limit and does not describe individual orbitals. It also leaves out electron-electron interactions, and the absence of matrix elements within a sublattice is an assumption about the model. Real molecules and crystals meet it only approximately, since hopping within a sublattice (for example between second neighbours on a chain) or unequal on-site energies break it.

The Lean proof specialises the two preceding theorems to $\mu=0$ and divides the entry equations by two.

```lean
/-- For a Hermitian `H` that anticommutes with the sign matrix, and for every real `β`: at zero
chemical potential, conjugation by the sign matrix maps `F` to `1 - F`, every site has occupation
one half, and distinct sites of the same sublattice have zero bond order. -/
theorem coulson_rushbrooke (c : n → Bool) {H : Matrix n n ℂ} (hH : H.IsHermitian)
    (hc : signMatrix c * H = -(H * signMatrix c)) (β : ℝ) :
    signMatrix c * fermi β 0 H * signMatrix c = 1 - fermi β 0 H ∧
    (∀ i, fermi β 0 H i i = 1 / 2) ∧
    ∀ i j, i ≠ j → c i = c j → fermi β 0 H i j = 0 := by
  refine ⟨?_, fun i => ?_, fun i j hne hij => ?_⟩
  · have h := chiral_fermi c hH hc β 0
    rwa [neg_zero] at h
  · have h := same_sublattice_sum c hH hc β 0 (rfl : c i = c i)
    rw [neg_zero, Matrix.one_apply_eq] at h
    linear_combination h / 2
  · have h := same_sublattice_sum c hH hc β 0 hij
    rw [neg_zero, Matrix.one_apply_ne hne] at h
    linear_combination h / 2
```

Summing the diagonal over $N$ sites gives the mean particle number per spin component,
$$\operatorname{tr}F=\sum_iF_{ii}=\frac N2.$$
This justifies the choice of chemical potential in the opening calculation. For odd $N$ the value is a half-integer, as a grand canonical average may be. In Lean, $N$ is `Fintype.card n`.

```lean
/-- For a Hermitian `H` that anticommutes with the sign matrix, the trace of the Fermi matrix at
zero chemical potential is half the number of sites. -/
theorem half_filling (c : n → Bool) {H : Matrix n n ℂ} (hH : H.IsHermitian)
    (hc : signMatrix c * H = -(H * signMatrix c)) (β : ℝ) :
    (fermi β 0 H).trace = (Fintype.card n : ℂ) / 2 := by
  have h := (coulson_rushbrooke c hH hc β).2.1
  simp [Matrix.trace, h, div_eq_mul_inv]
```

## A three-site chain

The open chain with sites $0,1,2$ and real nearest-neighbour hopping $t$ has
$$H=\begin{pmatrix}0&t&0\\t&0&t\\0&t&0\end{pmatrix}.$$

```lean
/-- The open three-site chain with real nearest-neighbour hopping `t`. -/
def chain (t : ℝ) : Matrix (Fin 3) (Fin 3) ℂ :=
  !![0, (t : ℂ), 0; (t : ℂ), 0, (t : ℂ); 0, (t : ℂ), 0]
```

Colour the end sites `true` and the middle site `false`. The matrix is real and symmetric, and its entries between equally coloured sites vanish, including $H_{02}$. It therefore satisfies both assumptions of the theorem for every real $t$. The proof checks Hermiticity entry by entry, then uses `chiral_iff_bipartite` to reduce the anticommutation relation to the zero entries.

Applied to this chain at $\mu=0$, the theorem gives $F_{00}=F_{11}=F_{22}=1/2$ and $F_{02}=0$ at every real $\beta$. The end sites are distinct members of one sublattice, so the bond-order statement applies to an actual pair here.

```lean
/-- The three-site chain is Hermitian and anticommutes with the sign matrix of its
alternating colouring. -/
theorem chain_witness (t : ℝ) : (chain t).IsHermitian ∧
    signMatrix ![true, false, true] * chain t
      = -(chain t * signMatrix ![true, false, true]) := by
  constructor
  · ext i j
    fin_cases i <;> fin_cases j <;> simp [chain, Matrix.conjTranspose_apply]
  · rw [chiral_iff_bipartite]
    intro i j h
    fin_cases i <;> fin_cases j <;> simp_all [chain]

end

end ChiralFermiMatrix
```

```lean
#print axioms ChiralFermiMatrix.coulson_rushbrooke
#print axioms ChiralFermiMatrix.half_filling
```

```
'ChiralFermiMatrix.coulson_rushbrooke' depends on axioms: [propext, Classical.choice, Quot.sound]
'ChiralFermiMatrix.half_filling' depends on axioms: [propext, Classical.choice, Quot.sound]
```
